# The Schrödinger uncertainty relation for three observables in a pure state

Let $A_0, A_1, A_2$ be Hermitian operators and $\psi$ a unit vector. Write $\langle X\rangle=\langle\psi|X\psi\rangle$, with the inner product conjugate-linear in its first argument, and $a_j=\langle A_j\rangle$. The fluctuations and the commutators of the three observables enter through the real matrices

$$S_{jk}=\tfrac12\langle A_jA_k+A_kA_j\rangle-a_ja_k,\qquad W_{jk}=\frac{\langle[A_j,A_k]\rangle}{2i},$$

and through the vector $v=(W_{12},W_{20},W_{01})$. Indices run from 0 to 2, as in the Lean code; counted from one, $v$ is $(W_{23},W_{31},W_{12})$. The commutators restrict the joint fluctuations through the inequality

$$v^TSv\le\det S .$$

It applies, for example, to three spin components in a pure state. It does not replace the relations for pairs of observables: if $A_2$ is a multiple of the identity, both sides vanish, while the relation for $A_0$ and $A_1$ can still be restrictive.

## Derivation from the deviation vectors

Put $d_j=(A_j-a_j)\psi$ and $z=\langle A_j\psi|A_k\psi\rangle=\langle A_jA_k\rangle$. Since $\langle A_kA_j\rangle=\bar z$, the commutator has expectation $z-\bar z=2i\,\mathrm{Im}\,z$. Hence $W_{jk}=\mathrm{Im}\,z$ is real, and $S_{jk}=\mathrm{Re}\,z-a_ja_k$. Because $\|\psi\|=1$,

$$\langle d_j|d_k\rangle=z-a_ja_k-a_ja_k+a_ja_k=z-a_ja_k=S_{jk}+iW_{jk}.$$

The matrix of inner products is therefore $G=S+iW$. It is Hermitian, so

$$\det G=G_{00}G_{11}G_{22}+2\,\mathrm{Re}(G_{01}G_{12}G_{20})-G_{00}|G_{12}|^2-G_{11}|G_{20}|^2-G_{22}|G_{01}|^2 .$$

Insert $G_{jj}=S_{jj}$, $G_{12}=S_{12}+iv_0$, $G_{20}=S_{20}+iv_1$ and $G_{01}=S_{01}+iv_2$. The terms without $v$ form $\det S$. The squared moduli contribute $-S_{00}v_0^2-S_{11}v_1^2-S_{22}v_2^2$, and the triple product contributes $-2S_{01}v_0v_1-2S_{12}v_1v_2-2S_{20}v_2v_0$. Together,

$$\det G=\det S-v^TSv .$$

For every $c\in\mathbb C^3$ we have $c^\dagger Gc=\|\sum_jc_jd_j\|^2\ge0$. The eigenvalues of $G$ are thus nonnegative, and so is $\det G$. This is the inequality.

Equality means that $Gc=0$ for some $c\neq0$. Then $\|\sum_jc_jd_j\|^2=0$, so $\sum_jc_jA_j\psi=\mu\psi$ with $\mu=\sum_jc_ja_j$. Conversely, if $\sum_jc_jA_j\psi=\mu\psi$, the inner product with $\psi$ fixes $\mu=\sum_jc_ja_j$. Hence $\sum_jc_jd_j=0$ and $(Gc)_j=\langle d_j|\sum_kc_kd_k\rangle=0$.

In dimension at most three, the four vectors $\psi,A_0\psi,A_1\psi,A_2\psi$ are linearly dependent: $g\psi+\sum_jc_jA_j\psi=0$ with coefficients not all zero. If $c$ were zero, $g\psi=0$ would force $g=0$ as well. So $c\neq0$ and equality holds. For a single spin-½ or spin-1 state space, the relation is an identity.

## A state vector that is too long

On $\mathbb C^3$ take the projectors $A_j=|j\rangle\langle j|$ and the unnormalised vector $\psi=(1,1,1)$. The operators commute, so $v=0$. The definitions give $S_{jj}=0$ and $S_{jk}=-1$ for $j\ne k$, hence $\det S=-2<0$, and the inequality fails. Some upper bound on $\|\psi\|$ is therefore needed. For the normalised vector $(1,1,1)/\sqrt3$ one finds $\det S=0$.

## Observables and their moments in Lean

```lean
import Mathlib

open Matrix
open scoped ComplexOrder

namespace SchroedingerThreeObservables

noncomputable section

variable {E : Type*} [NormedAddCommGroup E] [InnerProductSpace ℂ E]
```

The state space `E` is a complex inner product space of any dimension, not necessarily complete. An observable is a linear map `E →ₗ[ℂ] E` with the hypothesis `IsSymmetric`, that is, $\langle A x|y\rangle=\langle x|Ay\rangle$. For unbounded operators, `E` can be a common domain that all of them map into itself. That such a domain exists and contains the physical state has to be shown separately. Mixed states are not treated.

```lean
/-- The mean value of the observable `A` in the state `ψ`, as a real number. -/
def mean (A : E →ₗ[ℂ] E) (ψ : E) : ℝ := (inner ℂ ψ (A ψ)).re

/-- The symmetrised covariance `⟨AB + BA⟩/2 - ⟨A⟩⟨B⟩`. -/
def cov (A B : E →ₗ[ℂ] E) (ψ : E) : ℝ :=
  (inner ℂ ψ (A (B ψ) + B (A ψ))).re / 2 - mean A ψ * mean B ψ

/-- The commutator term `⟨[A, B]⟩/(2i)`, as a real number. -/
def comm (A B : E →ₗ[ℂ] E) (ψ : E) : ℝ :=
  (inner ℂ ψ (A (B ψ) - B (A ψ)) / (2 * Complex.I)).re
```

These definitions take real parts, which makes their values real numbers by type. For symmetric operators nothing is lost. Note that `comm` is the scaled expectation $\langle[A,B]\rangle/(2i)$ and not the commutator itself.

```lean
/-- The deviation vector `(A - ⟨A⟩)ψ`. -/
def dev (A : E →ₗ[ℂ] E) (ψ : E) : E := A ψ - (mean A ψ : ℂ) • ψ

/-- The real covariance matrix `S` of three observables. -/
def covMatrix (A : Fin 3 → E →ₗ[ℂ] E) (ψ : E) : Matrix (Fin 3) (Fin 3) ℝ :=
  Matrix.of fun j k => cov (A j) (A k) ψ

/-- The matrix `W` of commutator terms of three observables. -/
def commMatrix (A : Fin 3 → E →ₗ[ℂ] E) (ψ : E) : Matrix (Fin 3) (Fin 3) ℝ :=
  Matrix.of fun j k => comm (A j) (A k) ψ

/-- The vector `(W₂₃, W₃₁, W₁₂)` of a 3 × 3 matrix, with indices counted from one. -/
def axial (W : Matrix (Fin 3) (Fin 3) ℝ) : Fin 3 → ℝ := ![W 1 2, W 2 0, W 0 1]

/-- The matrix of inner products of three vectors. -/
def gramMat (u : Fin 3 → E) : Matrix (Fin 3) (Fin 3) ℂ :=
  Matrix.of fun j k => inner ℂ (u j) (u k)
```

Here `dev` is $d_j$, `covMatrix` is $S$, `commMatrix` is $W$, and `axial` extracts $v$. The matrix `gramMat u` has entries $\langle u_j|u_k\rangle$.

## Inner products of the deviation vectors

```lean
/-- The mean value of a symmetric operator is real. -/
theorem expect_eq {A : E →ₗ[ℂ] E} (hA : A.IsSymmetric) (ψ : E) :
    inner ℂ ψ (A ψ) = (mean A ψ : ℂ) := by
  have h : (starRingEnd ℂ) (inner ℂ ψ (A ψ)) = inner ℂ ψ (A ψ) := by
    rw [inner_conj_symm, hA ψ ψ]
  exact (Complex.conj_eq_iff_re.mp h).symm
```

Symmetry makes the expectation equal to its own conjugate, so it is real.

```lean
/-- For symmetric `A` and `B` the expectation of the commutator is purely imaginary: `⟨[A, B]⟩ = 2i`
times the real commutator term, which is the imaginary part of `⟨Aψ|Bψ⟩`. -/
theorem expect_commutator {A B : E →ₗ[ℂ] E} (hA : A.IsSymmetric) (hB : B.IsSymmetric)
    (ψ : E) : inner ℂ ψ (A (B ψ) - B (A ψ)) = 2 * Complex.I * (comm A B ψ : ℂ) ∧
      comm A B ψ = (inner ℂ (A ψ) (B ψ)).im := by
  have h : inner ℂ ψ (A (B ψ) - B (A ψ))
      = 2 * Complex.I * ((inner ℂ (A ψ) (B ψ)).im : ℂ) := by
    rw [inner_sub_right, ← hA ψ (B ψ), ← hB ψ (A ψ), ← inner_conj_symm (B ψ) (A ψ),
      Complex.sub_conj]
    push_cast
    ring
  have h2 : (2 * Complex.I : ℂ) ≠ 0 := mul_ne_zero two_ne_zero Complex.I_ne_zero
  have hc : comm A B ψ = (inner ℂ (A ψ) (B ψ)).im := by
    unfold comm
    rw [h, mul_div_cancel_left₀ _ h2, Complex.ofReal_re]
  exact ⟨by rw [hc]; exact h, hc⟩
```

The first part says that the commutator's expectation is purely imaginary; the second identifies `comm` with $\mathrm{Im}\,z$. The proof moves one operator to the left and uses $z-\bar z=2i\,\mathrm{Im}\,z$.

```lean
/-- For symmetric operators and a unit vector, the inner product of two deviation vectors is
the covariance plus `i` times the commutator term. -/
theorem inner_dev {A B : E →ₗ[ℂ] E} (hA : A.IsSymmetric) (hB : B.IsSymmetric)
    {ψ : E} (hψ : ‖ψ‖ = 1) :
    inner ℂ (dev A ψ) (dev B ψ) = (cov A B ψ : ℂ) + Complex.I * (comm A B ψ : ℂ) := by
  have h2 := expect_eq hB ψ
  have h3 : inner ℂ (A ψ) ψ = (mean A ψ : ℂ) := by rw [hA ψ ψ]; exact expect_eq hA ψ
  have h4 : inner ℂ ψ ψ = (1 : ℂ) := by rw [inner_self_eq_norm_sq_to_K, hψ]; simp
  have hz : inner ℂ (dev A ψ) (dev B ψ)
      = inner ℂ (A ψ) (B ψ) - (mean A ψ : ℂ) * (mean B ψ : ℂ) := by
    simp only [dev, inner_sub_left, inner_sub_right, inner_smul_left, inner_smul_right,
      h2, h3, h4, Complex.conj_ofReal]
    ring
  have hc : cov A B ψ = (inner ℂ (A ψ) (B ψ)).re - mean A ψ * mean B ψ := by
    unfold cov
    rw [inner_add_right, ← hA ψ (B ψ), ← hB ψ (A ψ), ← inner_conj_symm (B ψ) (A ψ)]
    simp only [Complex.add_re, Complex.conj_re]
    ring
  rw [hz, hc, (expect_commutator hA hB ψ).2]
  push_cast
  linear_combination -(Complex.re_add_im (inner ℂ (A ψ) (B ψ)))
```

This is $\langle d_j|d_k\rangle=S_{jk}+iW_{jk}$. The step `hz` expands the product, using `h4` for $\langle\psi|\psi\rangle=1$, and `hc` gives the covariance as $\mathrm{Re}\,z-a_ja_k$. The last line reassembles $z$ from its real and imaginary parts.

```lean
/-- The Schrödinger relation for two symmetric operators and a unit vector: the product of the
variances is at least the squared covariance plus the squared commutator term. -/
theorem schroedinger_two {A B : E →ₗ[ℂ] E} (hA : A.IsSymmetric) (hB : B.IsSymmetric)
    {ψ : E} (hψ : ‖ψ‖ = 1) :
    cov A B ψ ^ 2 + comm A B ψ ^ 2 ≤ cov A A ψ * cov B B ψ := by
  have hn : ∀ C : E →ₗ[ℂ] E, C.IsSymmetric → cov C C ψ = ‖dev C ψ‖ ^ 2 := by
    intro C hC
    have h2 : (inner ℂ (dev C ψ) (dev C ψ)).re = ‖dev C ψ‖ ^ 2 :=
      inner_self_eq_norm_sq (𝕜 := ℂ) _
    rw [← h2, inner_dev hC hC hψ]
    simp
  have h : ‖inner ℂ (dev A ψ) (dev B ψ)‖ ^ 2 = cov A B ψ ^ 2 + comm A B ψ ^ 2 := by
    rw [inner_dev hA hB hψ, Complex.sq_norm, Complex.normSq_apply]
    simp
    ring
  -- Cauchy-Schwarz for the deviation vectors
  rw [hn A hA, hn B hB, ← h, ← mul_pow]
  exact pow_le_pow_left₀ (norm_nonneg _) (norm_inner_le_norm _ _) 2
```

For two observables the same entries give Schrödinger's relation $S_{01}^2+W_{01}^2\le S_{00}S_{11}$: the variances are squared lengths of deviation vectors, and Cauchy–Schwarz does the rest.

## The determinant and the inequality

```lean
/-- For real 3 × 3 matrices, `S` symmetric and `W` antisymmetric with axial vector `v`,
`det (S + iW) = det S - vᵀ S v`. -/
theorem det_add_I_mul (S W : Matrix (Fin 3) (Fin 3) ℝ) (hS : ∀ j k, S k j = S j k)
    (hW : ∀ j k, W k j = -W j k) :
    (Matrix.of fun j k => (S j k : ℂ) + Complex.I * (W j k : ℂ)).det
      = ((S.det - axial W ⬝ᵥ S *ᵥ axial W : ℝ) : ℂ) := by
  have w0 : W 0 0 = 0 := by linarith [hW 0 0]
  have w1 : W 1 1 = 0 := by linarith [hW 1 1]
  have w2 : W 2 2 = 0 := by linarith [hW 2 2]
  simp only [Matrix.det_fin_three, Matrix.of_apply, axial, Matrix.mulVec, dotProduct,
    Fin.sum_univ_three, Matrix.cons_val, hS 0 1, hS 0 2, hS 1 2, hW 0 1, hW 0 2, hW 1 2,
    w0, w1, w2]
  push_cast
  linear_combination ((S 0 0 : ℂ) * W 1 2 ^ 2 + S 1 1 * W 0 2 ^ 2 + S 2 2 * W 0 1 ^ 2
    - 2 * S 0 1 * W 1 2 * W 0 2 + 2 * S 0 2 * W 1 2 * W 0 1
    - 2 * S 1 2 * W 0 2 * W 0 1) * Complex.I_sq
```

This identity holds for any real symmetric `S` and antisymmetric `W`. The proof expands both sides, eliminates the entries below the diagonal, and uses $i^2=-1$ through `Complex.I_sq`.

```lean
/-- The quadratic form of a Gram matrix is the squared length of a superposition. -/
theorem gram_quad (u : Fin 3 → E) (c : Fin 3 → ℂ) :
    star c ⬝ᵥ gramMat u *ᵥ c = inner ℂ (∑ j, c j • u j) (∑ j, c j • u j) := by
  simp only [gramMat, Matrix.mulVec, dotProduct, Fin.sum_univ_three, inner_add_left,
    inner_add_right, inner_smul_left, inner_smul_right, Matrix.of_apply, Pi.star_apply,
    RCLike.star_def]
  ring
```

This is $c^\dagger Gc=\langle\sum_jc_ju_j|\sum_jc_ju_j\rangle$.

```lean
/-- For symmetric operators and a unit vector, the Gram determinant of the three deviation
vectors is `det S - vᵀ S v`. -/
theorem det_gram_dev {A : Fin 3 → E →ₗ[ℂ] E} (hA : ∀ j, (A j).IsSymmetric)
    {ψ : E} (hψ : ‖ψ‖ = 1) :
    (gramMat fun j => dev (A j) ψ).det = (((covMatrix A ψ).det
      - axial (commMatrix A ψ) ⬝ᵥ covMatrix A ψ *ᵥ axial (commMatrix A ψ) : ℝ) : ℂ) := by
  rw [← det_add_I_mul]
  · congr 1
    ext j k
    exact inner_dev (hA j) (hA k) hψ
  · intro j k
    change cov (A k) (A j) ψ = cov (A j) (A k) ψ
    unfold cov
    rw [add_comm (A k (A j ψ)), mul_comm (mean (A k) ψ)]
  · intro j k
    change comm (A k) (A j) ψ = -comm (A j) (A k) ψ
    unfold comm
    rw [← neg_sub (A j (A k ψ)) (A k (A j ψ)), inner_neg_right, neg_div, Complex.neg_re]
```

The two preceding results on $G=S+iW$ and its determinant are combined here. The remaining goals, symmetry of $S$ and antisymmetry of $W$, follow from the definitions.

```lean
/-- The Schrödinger relation for three observables: for symmetric operators and a unit vector,
`vᵀ S v ≤ det S`, with `S` the covariance matrix and `v` the vector of commutator terms. -/
theorem schroedinger_three {A : Fin 3 → E →ₗ[ℂ] E} (hA : ∀ j, (A j).IsSymmetric)
    {ψ : E} (hψ : ‖ψ‖ = 1) :
    axial (commMatrix A ψ) ⬝ᵥ covMatrix A ψ *ᵥ axial (commMatrix A ψ)
      ≤ (covMatrix A ψ).det := by
  have hp : (gramMat fun j => dev (A j) ψ).PosSemidef := by
    refine Matrix.PosSemidef.of_dotProduct_mulVec_nonneg
      (Matrix.IsHermitian.ext fun j k => inner_conj_symm _ _) fun c => ?_
    rw [gram_quad]
    exact Complex.nonneg_iff.mpr
      ⟨inner_self_nonneg (𝕜 := ℂ), (inner_self_im (𝕜 := ℂ) _).symm⟩
  have h := hp.det_nonneg
  rw [det_gram_dev hA hψ] at h
  linarith [Complex.zero_le_real.mp h]
```

In words: for three symmetric operators and a unit vector, $v^TSv\le\det S$. Here `*ᵥ` applies a matrix to a vector and `⬝ᵥ` is the dot product. The proof shows that $G$ is positive semidefinite, by Hermiticity and `gram_quad`, and takes the nonnegative determinant.

## States that saturate the bound

```lean
/-- For symmetric operators and a unit vector `ψ`, equality holds exactly when `ψ` is an
eigenvector of some complex combination of the three operators with coefficients not all zero. -/
theorem equality_iff {A : Fin 3 → E →ₗ[ℂ] E} (hA : ∀ j, (A j).IsSymmetric)
    {ψ : E} (hψ : ‖ψ‖ = 1) :
    (covMatrix A ψ).det = axial (commMatrix A ψ) ⬝ᵥ covMatrix A ψ *ᵥ axial (commMatrix A ψ)
      ↔ ∃ c : Fin 3 → ℂ, c ≠ 0 ∧ ∃ μ : ℂ, ∑ j, c j • A j ψ = μ • ψ := by
  have hs : ∀ c : Fin 3 → ℂ, ∑ j, c j • dev (A j) ψ
      = ∑ j, c j • A j ψ - (∑ j, c j * (mean (A j) ψ : ℂ)) • ψ := by
    intro c
    simp only [dev, smul_sub, Finset.sum_sub_distrib, smul_smul, Finset.sum_smul]
  rw [← sub_eq_zero, ← Complex.ofReal_eq_zero, ← det_gram_dev hA hψ,
    ← Matrix.exists_mulVec_eq_zero_iff]
  constructor
  · rintro ⟨c, hc, h⟩
    have q := gram_quad (fun j => dev (A j) ψ) c
    rw [h, dotProduct_zero] at q
    have h0 : ∑ j, c j • dev (A j) ψ = 0 := inner_self_eq_zero.mp q.symm
    rw [hs] at h0
    exact ⟨c, hc, _, sub_eq_zero.mp h0⟩
  · rintro ⟨c, hc, μ, h⟩
    -- the eigenvalue is fixed by projecting on the state
    have h4 : inner ℂ ψ ψ = (1 : ℂ) := by rw [inner_self_eq_norm_sq_to_K, hψ]; simp
    have he : ∀ j, inner ℂ ψ (A j ψ) = (mean (A j) ψ : ℂ) := fun j => expect_eq (hA j) ψ
    have hm := congrArg (fun x => inner ℂ ψ x) h
    simp only [inner_sum, inner_smul_right, he, h4, mul_one] at hm
    have h0 : ∑ j, c j • dev (A j) ψ = 0 := by rw [hs, h, hm, sub_self]
    refine ⟨c, hc, ?_⟩
    ext j
    have hj : (gramMat (fun j => dev (A j) ψ) *ᵥ c) j
        = inner ℂ (dev (A j) ψ) (∑ k, c k • dev (A k) ψ) := by
      simp only [gramMat, Matrix.mulVec, dotProduct, Matrix.of_apply, inner_sum,
        inner_smul_right, mul_comm]
    rw [hj, h0, inner_zero_right]
    rfl
```

The coefficients `c` and the eigenvalue `μ` may be complex. The helper `hs` converts between $\sum_jc_jd_j$ and $\sum_jc_jA_j\psi$. After the equality has been rewritten as a vanishing determinant, the two branches follow the two directions of the argument above; in the second, `hm` fixes $\mu$.

```lean
/-- In a state space of dimension at most three, equality holds for all symmetric operators
and every unit vector. -/
theorem equality_of_finrank_le_three [FiniteDimensional ℂ E]
    (hE : Module.finrank ℂ E ≤ 3) {A : Fin 3 → E →ₗ[ℂ] E}
    (hA : ∀ j, (A j).IsSymmetric) {ψ : E} (hψ : ‖ψ‖ = 1) :
    (covMatrix A ψ).det
      = axial (commMatrix A ψ) ⬝ᵥ covMatrix A ψ *ᵥ axial (commMatrix A ψ) := by
  rw [equality_iff hA hψ]
  -- four vectors in at most three dimensions are linearly dependent
  have hl : ¬ LinearIndependent ℂ (Fin.cons ψ (fun j => A j ψ) : Fin 4 → E) := by
    intro h
    have h' := h.fintype_card_le_finrank
    rw [Fintype.card_fin] at h'
    omega
  obtain ⟨g, hg, i, hi⟩ := Fintype.not_linearIndependent_iff.mp hl
  rw [Fin.sum_univ_succ] at hg
  simp only [Fin.cons_zero, Fin.cons_succ] at hg
  refine ⟨fun j => g j.succ, ?_, -g 0, ?_⟩
  · intro hc
    have hs : ∀ j : Fin 3, g j.succ = 0 := fun j => congrFun hc j
    have h0 : g 0 • ψ = 0 := by
      simpa only [hs, zero_smul, Finset.sum_const_zero, add_zero] using hg
    have hne : ψ ≠ 0 := by
      rintro rfl
      simp at hψ
    have g0 : g 0 = 0 := (smul_eq_zero.mp h0).resolve_right hne
    have hall : ∀ i, g i = 0 := by
      intro i
      induction i using Fin.cases with
      | zero => exact g0
      | succ j => exact hs j
    exact hi (hall i)
  · rw [neg_smul]
    exact eq_neg_of_add_eq_zero_right hg

end

end SchroedingerThreeObservables
```

`Fin.cons` puts $\psi$ in front of the three vectors $A_j\psi$. Independence would require dimension at least four, which `omega` refutes. The dependence coefficients `g` then supply `c` and the eigenvalue `-g 0`, and the first bullet excludes $c=0$.

```lean
#print axioms SchroedingerThreeObservables.schroedinger_two
#print axioms SchroedingerThreeObservables.schroedinger_three
#print axioms SchroedingerThreeObservables.equality_of_finrank_le_three
```

```
'SchroedingerThreeObservables.schroedinger_two' depends on axioms: [propext, Classical.choice, Quot.sound]
'SchroedingerThreeObservables.schroedinger_three' depends on axioms: [propext, Classical.choice, Quot.sound]
'SchroedingerThreeObservables.equality_of_finrank_le_three' depends on axioms: [propext, Classical.choice, Quot.sound]
```
